# As Z → ∞ under Thomas–Fermi scaling, the GGA-to-LDA exchange ratio tends to F(0) for bounded continuous F

In Thomas–Fermi theory, the electron density of a neutral atom grows as $Z^2$ while its length scale shrinks as $Z^{-1/3}$, so that $n_Z(r)=Z^2 f(Z^{1/3}r)$ with a fixed radial profile $f$. The density becomes steeper as $Z$ grows, yet the gradient that a generalised gradient approximation (GGA) sees, $s[n]=|n'|/n^{4/3}$, is supposed to become small. GGA exchange multiplies the integrand of the local density approximation (LDA) by an enhancement factor $F(s)$, so the ratio of the two energies should tend to 1 when $F(0)=1$.

I can see this heuristically, but $s$ need not be small everywhere at any finite $Z$. Which assumptions make the limit rigorous, how fast is it approached, and can the argument be machine-checked?

## The scaled gradient vanishes pointwise, and the LDA weight controls the integral

Assume that $f$ is positive and $C^1$ on $(0,\infty)$, that $r^2f^{4/3}$ is integrable there, and that $F$ is continuous and bounded on $[0,\infty)$, with $|F|\le C$. Write $a=Z^{1/3}$ for $Z>0$. The chain rule and the power $4/3$ give

$$n_Z'(r)=a^7 f'(ar),\qquad n_Z(r)^{4/3}=a^8 f(ar)^{4/3},$$

and therefore

$$s[n_Z](r)=a^{-1}s[f](ar)=Z^{-1/3}s[f](Z^{1/3}r).$$

Substitute $x=ar$ in the GGA integral. Since $r^2\,dr=a^{-3}x^2\,dx$,

$$\int_0^\infty r^2 n_Z^{4/3}F(s[n_Z])\,dr
=Z^{5/3}\int_0^\infty w(x)\,F\big(Z^{-1/3}s[f](x)\big)\,dx,
\qquad w(x)=x^2f(x)^{4/3}.$$

With $F$ replaced by 1, the same substitution gives $Z^{5/3}L$ for the LDA integral, where $L=\int_0^\infty w\,dx$. This is finite by assumption and positive because $w>0$. The ratio is therefore

$$R(Z)=\frac1L\int_0^\infty w(x)\,F\big(Z^{-1/3}s[f](x)\big)\,dx.$$

As $Z\to\infty$, the argument of $F$ tends to 0 at each fixed $x$, so the integrand tends to $w(x)F(0)$. It is bounded in absolute value by $C\,w(x)$, which is integrable and independent of $Z$. Dominated convergence gives $R(Z)\to F(0)$. Because limits are unique, $R(Z)\to1$ exactly when $F(0)=1$.

For a rate, suppose that $|F(s)-1|\le\kappa s^2$ for $s\ge0$ and that $w\,s[f]^2$ is integrable. The constant $\kappa$ limits the strength of the gradient correction. Then

$$|R(Z)-1|=\frac1L\left|\int_0^\infty w\,\big[F(Z^{-1/3}s[f])-1\big]dx\right|
\le \kappa Z^{-2/3}\,\frac{\int_0^\infty w\,s[f]^2\,dx}{L}.$$

This holds at every $Z>0$ and does not need $F$ to be bounded.

## How the Lean statements describe the atom

`scaledDensity f Z` is $n_Z$, with $Z$ a positive real number, not necessarily an integer. `reducedGradient`, `ldaIntegral` and `ggaIntegral` are $s[n]$ and the two radial integrals over `Ioi 0`, the open half-line $(0,\infty)$. The common exchange prefactor and the angular factor $4\pi$ are omitted, since they cancel in the ratio. The customary numerical constant in $s$ is omitted too; restoring it rescales the argument of $F$ and leaves $F(0)$ unchanged, but it changes the value of $\kappa$.

The hypotheses `hpos`, `hf` and `hint` say that the profile is positive, is $C^1$ and has finite LDA exchange. The first two concern positive radii only, so the density may diverge at the nucleus. `hF` and `hC` constrain $F$ only for $s\ge0$, the physical range; the bound $C$ caps the local enhancement of exchange.

`ratio_tendsto` states the limit $F(0)$, `ratio_tendsto_one_iff` the equivalence with $F(0)=1$, and `ratio_sub_one_le` the bound at finite $Z$. The last one assumes `hint2`, the integrability of $w\,s[f]^2$. This is a real restriction: the Thomas–Fermi atomic profile behaves as $r^{-3/2}$ near the nucleus, which makes that integral diverge logarithmically.

For functional design, the result identifies $F(0)=1$ as the condition for a bounded continuous GGA to recover LDA exchange at leading order along exactly scaled radial densities. Self-consistent atomic densities, with their shell structure, are not of this form, and exact exchange does not enter the model.

```lean
import Mathlib

open MeasureTheory Set Filter Topology

namespace LargeZExchange

noncomputable section

/-- The density `n_Z(r) = Z² f(Z^(1/3) r)` with Thomas-Fermi scaling and radial profile `f`. -/
def scaledDensity (f : ℝ → ℝ) (Z r : ℝ) : ℝ := Z ^ 2 * f (Z ^ (1 / 3 : ℝ) * r)

/-- The reduced gradient `s[n] = |n'| / n^(4/3)` of a radial density. -/
def reducedGradient (n : ℝ → ℝ) (r : ℝ) : ℝ := |deriv n r| / n r ^ (4 / 3 : ℝ)

/-- The radial LDA exchange integral `∫ r² n^(4/3) dr`, without its constant prefactor. -/
def ldaIntegral (n : ℝ → ℝ) : ℝ := ∫ r in Ioi (0 : ℝ), r ^ 2 * n r ^ (4 / 3 : ℝ)

/-- The radial GGA exchange integral `∫ r² n^(4/3) F(s) dr` with enhancement factor `F`,
without its constant prefactor. -/
def ggaIntegral (F n : ℝ → ℝ) : ℝ :=
  ∫ r in Ioi (0 : ℝ), r ^ 2 * n r ^ (4 / 3 : ℝ) * F (reducedGradient n r)

variable {f F : ℝ → ℝ} {Z : ℝ}

/-- The power `n_Z^(4/3)` is `Z^(8/3)` times the same power of the profile at the scaled radius. -/
theorem scaledDensity_rpow (hZ : 0 < Z) {r : ℝ} (h : 0 ≤ f (Z ^ (1 / 3 : ℝ) * r)) :
    scaledDensity f Z r ^ (4 / 3 : ℝ) =
      (Z ^ (1 / 3 : ℝ)) ^ 8 * f (Z ^ (1 / 3 : ℝ) * r) ^ (4 / 3 : ℝ) := by
  have h8 : (Z ^ 2) ^ (4 / 3 : ℝ) = (Z ^ (1 / 3 : ℝ)) ^ 8 := by
    rw [← Real.rpow_natCast, ← Real.rpow_natCast, ← Real.rpow_mul hZ.le, ← Real.rpow_mul hZ.le]
    norm_num
  unfold scaledDensity
  rw [Real.mul_rpow (by positivity) h, h8]

/-- The reduced gradient scales as `s[n_Z](r) = Z^(-1/3) s[f](Z^(1/3) r)`. -/
theorem reducedGradient_scaledDensity (hZ : 0 < Z) {r : ℝ}
    (hpos : 0 < f (Z ^ (1 / 3 : ℝ) * r)) (hd : DifferentiableAt ℝ f (Z ^ (1 / 3 : ℝ) * r)) :
    reducedGradient (scaledDensity f Z) r =
      Z ^ (-(1 / 3) : ℝ) * reducedGradient f (Z ^ (1 / 3 : ℝ) * r) := by
  have ha : 0 < Z ^ (1 / 3 : ℝ) := Real.rpow_pos_of_pos hZ _
  have hy := Real.rpow_pos_of_pos hpos (4 / 3)
  have h6 : Z ^ 2 = (Z ^ (1 / 3 : ℝ)) ^ 6 := by
    rw [← Real.rpow_natCast, ← Real.rpow_natCast, ← Real.rpow_mul hZ.le]
    norm_num
  -- chain rule for the scaled profile
  have h1 : HasDerivAt (fun x : ℝ => Z ^ (1 / 3 : ℝ) * x) (Z ^ (1 / 3 : ℝ)) r := by
    simpa using (hasDerivAt_id' r).const_mul (Z ^ (1 / 3 : ℝ))
  have h2 : HasDerivAt (scaledDensity f Z)
      (Z ^ 2 * (deriv f (Z ^ (1 / 3 : ℝ) * r) * Z ^ (1 / 3 : ℝ))) r :=
    (hd.hasDerivAt.comp r h1).const_mul (Z ^ 2)
  have alg : ∀ a d y : ℝ, 0 < a → 0 < y →
      a ^ 6 * (d * a) / (a ^ 8 * y) = a⁻¹ * (d / y) := by
    intro a d y ha hy
    field_simp
  unfold reducedGradient
  rw [h2.deriv, scaledDensity_rpow hZ hpos.le, h6, abs_mul, abs_mul,
    abs_of_pos (pow_pos ha 6), abs_of_pos ha, Real.rpow_neg hZ.le]
  exact alg _ _ _ ha hy

/-- An integral weighted by `r² n_Z^(4/3)` is `Z^(5/3)` times the corresponding integral
weighted by `r² f^(4/3)`. -/
theorem integral_scaledDensity (hpos : ∀ r, 0 < r → 0 < f r) (hZ : 0 < Z) (G : ℝ → ℝ) :
    ∫ r in Ioi (0 : ℝ), r ^ 2 * scaledDensity f Z r ^ (4 / 3 : ℝ) * G (Z ^ (1 / 3 : ℝ) * r) =
      Z ^ (5 / 3 : ℝ) * ∫ x in Ioi (0 : ℝ), x ^ 2 * f x ^ (4 / 3 : ℝ) * G x := by
  have ha : 0 < Z ^ (1 / 3 : ℝ) := Real.rpow_pos_of_pos hZ _
  have h5 : Z ^ (5 / 3 : ℝ) = (Z ^ (1 / 3 : ℝ)) ^ 5 := by
    rw [← Real.rpow_natCast, ← Real.rpow_mul hZ.le]
    norm_num
  have h6 : (Z ^ (1 / 3 : ℝ)) ^ 6 * (Z ^ (1 / 3 : ℝ))⁻¹ = (Z ^ (1 / 3 : ℝ)) ^ 5 :=
    (mul_inv_eq_iff_eq_mul₀ ha.ne').2 (by ring)
  -- substitution x = Z^(1/3) r
  have key : ∫ r in Ioi (0 : ℝ), (Z ^ (1 / 3 : ℝ) * r) ^ 2 *
        f (Z ^ (1 / 3 : ℝ) * r) ^ (4 / 3 : ℝ) * G (Z ^ (1 / 3 : ℝ) * r) =
      (Z ^ (1 / 3 : ℝ))⁻¹ * ∫ x in Ioi (0 : ℝ), x ^ 2 * f x ^ (4 / 3 : ℝ) * G x := by
    have h := integral_comp_mul_left_Ioi (fun x => x ^ 2 * f x ^ (4 / 3 : ℝ) * G x) 0 ha
    rw [mul_zero] at h
    exact h
  rw [h5, ← h6, mul_assoc, ← key, ← integral_const_mul]
  refine setIntegral_congr_fun measurableSet_Ioi (fun r hr => ?_)
  simp only [scaledDensity_rpow hZ (hpos _ (mul_pos ha hr)).le]
  ring

/-- The LDA exchange integral of `n_Z` is exactly `Z^(5/3)` times that of the profile. -/
theorem ldaIntegral_scaledDensity (hpos : ∀ r, 0 < r → 0 < f r) (hZ : 0 < Z) :
    ldaIntegral (scaledDensity f Z) = Z ^ (5 / 3 : ℝ) * ldaIntegral f := by
  have h := integral_scaledDensity hpos hZ (fun _ => 1)
  simp only [mul_one] at h
  exact h

/-- The LDA exchange integral of a positive density is positive when it converges. -/
theorem ldaIntegral_pos (hpos : ∀ r, 0 < r → 0 < f r)
    (hint : IntegrableOn (fun r => r ^ 2 * f r ^ (4 / 3 : ℝ)) (Ioi 0)) : 0 < ldaIntegral f := by
  have hw : ∀ x ∈ Ioi (0 : ℝ), 0 < x ^ 2 * f x ^ (4 / 3 : ℝ) := fun x hx =>
    mul_pos (pow_pos hx 2) (Real.rpow_pos_of_pos (hpos x hx) _)
  unfold ldaIntegral
  rw [setIntegral_pos_iff_support_of_nonneg_ae
    (ae_restrict_of_forall_mem measurableSet_Ioi fun x hx => (hw x hx).le) hint,
    inter_eq_right.2 (fun x hx => Function.mem_support.2 (hw x hx).ne'), Real.volume_Ioi]
  simp

/-- The ratio of the GGA to the LDA exchange integral for `n_Z` equals the integral of `r² f^(4/3)
F(Z^(-1/3) s[f])` divided by the LDA exchange integral of `f`. -/
theorem ratio_eq (hpos : ∀ r, 0 < r → 0 < f r) (hf : ContDiffOn ℝ 1 f (Ioi 0)) (hZ : 0 < Z) :
    ggaIntegral F (scaledDensity f Z) / ldaIntegral (scaledDensity f Z) =
      (∫ x in Ioi (0 : ℝ), x ^ 2 * f x ^ (4 / 3 : ℝ) *
        F (Z ^ (-(1 / 3) : ℝ) * reducedGradient f x)) / ldaIntegral f := by
  have ha : 0 < Z ^ (1 / 3 : ℝ) := Real.rpow_pos_of_pos hZ _
  rw [ldaIntegral_scaledDensity hpos hZ,
    ← mul_div_mul_left _ (ldaIntegral f) (Real.rpow_pos_of_pos hZ (5 / 3)).ne',
    ← integral_scaledDensity hpos hZ (fun x => F (Z ^ (-(1 / 3) : ℝ) * reducedGradient f x))]
  congr 1
  refine setIntegral_congr_fun measurableSet_Ioi (fun r hr => ?_)
  have hr' : Z ^ (1 / 3 : ℝ) * r ∈ Ioi (0 : ℝ) := mul_pos ha hr
  simp only [reducedGradient_scaledDensity hZ (hpos _ hr')
    ((hf.differentiableOn (by simp)).differentiableAt (isOpen_Ioi.mem_nhds hr'))]

/-- The GGA integrand with a rescaled reduced gradient is continuous away from the nucleus. -/
theorem continuousOn_integrand (hpos : ∀ r, 0 < r → 0 < f r) (hf : ContDiffOn ℝ 1 f (Ioi 0))
    (hF : ContinuousOn F (Ici 0)) {c : ℝ} (hc : 0 ≤ c) :
    ContinuousOn (fun x => x ^ 2 * f x ^ (4 / 3 : ℝ) * F (c * reducedGradient f x)) (Ioi 0) := by
  have hp : ContinuousOn (fun x => f x ^ (4 / 3 : ℝ)) (Ioi 0) :=
    hf.continuousOn.rpow_const fun x hx => Or.inl (hpos x hx).ne'
  have hs : ContinuousOn (reducedGradient f) (Ioi 0) :=
    (hf.continuousOn_deriv_of_isOpen isOpen_Ioi le_rfl).abs.div hp
      fun x hx => (Real.rpow_pos_of_pos (hpos x hx) _).ne'
  exact ((continuousOn_id.pow 2).mul hp).mul (hF.comp (continuousOn_const.mul hs) fun x hx =>
    mul_nonneg hc (div_nonneg (abs_nonneg _) (Real.rpow_nonneg (hpos x hx).le _)))

/-- As `Z → ∞` the ratio of GGA to LDA exchange for `n_Z` tends to `F(0)`. -/
theorem ratio_tendsto (hpos : ∀ r, 0 < r → 0 < f r) (hf : ContDiffOn ℝ 1 f (Ioi 0))
    (hint : IntegrableOn (fun r => r ^ 2 * f r ^ (4 / 3 : ℝ)) (Ioi 0))
    (hF : ContinuousOn F (Ici 0)) {C : ℝ} (hC : ∀ s, 0 ≤ s → |F s| ≤ C) :
    Tendsto (fun Z => ggaIntegral F (scaledDensity f Z) / ldaIntegral (scaledDensity f Z))
      atTop (𝓝 (F 0)) := by
  have hs : ∀ x ∈ Ioi (0 : ℝ), 0 ≤ reducedGradient f x := fun x hx =>
    div_nonneg (abs_nonneg _) (Real.rpow_nonneg (hpos x hx).le _)
  -- dominated convergence, with dominating function C r² f^(4/3)
  have hlim : Tendsto (fun Z : ℝ => ∫ x in Ioi (0 : ℝ), x ^ 2 * f x ^ (4 / 3 : ℝ) *
      F (Z ^ (-(1 / 3) : ℝ) * reducedGradient f x)) atTop
      (𝓝 (∫ x in Ioi (0 : ℝ), x ^ 2 * f x ^ (4 / 3 : ℝ) * F 0)) := by
    refine tendsto_integral_filter_of_dominated_convergence
      (fun x => x ^ 2 * f x ^ (4 / 3 : ℝ) * C) ?_ ?_ (hint.mul_const C) ?_
    · filter_upwards [eventually_gt_atTop 0] with Z hZ
      exact (continuousOn_integrand hpos hf hF (Real.rpow_nonneg hZ.le _)).aestronglyMeasurable
        measurableSet_Ioi
    · filter_upwards [eventually_gt_atTop 0] with Z hZ
      refine ae_restrict_of_forall_mem measurableSet_Ioi fun x hx => ?_
      have hw : 0 ≤ x ^ 2 * f x ^ (4 / 3 : ℝ) :=
        mul_nonneg (sq_nonneg x) (Real.rpow_nonneg (hpos x hx).le _)
      rw [Real.norm_eq_abs, abs_mul, abs_of_nonneg hw]
      exact mul_le_mul_of_nonneg_left
        (hC _ (mul_nonneg (Real.rpow_nonneg hZ.le _) (hs x hx))) hw
    · refine ae_restrict_of_forall_mem measurableSet_Ioi fun x hx => ?_
      have h0 : Tendsto (fun Z : ℝ => Z ^ (-(1 / 3) : ℝ) * reducedGradient f x) atTop (𝓝 0) := by
        simpa only [zero_mul] using (tendsto_rpow_neg_atTop
          (by norm_num : (0 : ℝ) < 1 / 3)).mul_const (reducedGradient f x)
      have h1 : Tendsto (fun Z : ℝ => Z ^ (-(1 / 3) : ℝ) * reducedGradient f x) atTop
          (𝓝[Ici 0] 0) := by
        refine tendsto_nhdsWithin_iff.2 ⟨h0, ?_⟩
        filter_upwards [eventually_gt_atTop 0] with Z hZ
        exact mul_nonneg (Real.rpow_nonneg hZ.le _) (hs x hx)
      exact (Tendsto.comp (hF 0 (mem_Ici.2 le_rfl)) h1).const_mul _
  have hL := ldaIntegral_pos hpos hint
  have hval : (∫ x in Ioi (0 : ℝ), x ^ 2 * f x ^ (4 / 3 : ℝ) * F 0) / ldaIntegral f = F 0 := by
    rw [integral_mul_const]
    exact mul_div_cancel_left₀ (F 0) hL.ne'
  have h := hlim.div_const (ldaIntegral f)
  rw [hval] at h
  refine h.congr' ?_
  filter_upwards [eventually_gt_atTop 0] with Z hZ
  exact (ratio_eq hpos hf hZ).symm

/-- The ratio of GGA to LDA exchange for `n_Z` tends to 1 as `Z → ∞` if and only if the
enhancement factor satisfies `F(0) = 1`. -/
theorem ratio_tendsto_one_iff (hpos : ∀ r, 0 < r → 0 < f r) (hf : ContDiffOn ℝ 1 f (Ioi 0))
    (hint : IntegrableOn (fun r => r ^ 2 * f r ^ (4 / 3 : ℝ)) (Ioi 0))
    (hF : ContinuousOn F (Ici 0)) {C : ℝ} (hC : ∀ s, 0 ≤ s → |F s| ≤ C) :
    Tendsto (fun Z => ggaIntegral F (scaledDensity f Z) / ldaIntegral (scaledDensity f Z))
      atTop (𝓝 1) ↔ F 0 = 1 := by
  have h := ratio_tendsto hpos hf hint hF hC
  exact ⟨fun h1 => tendsto_nhds_unique h h1, fun h1 => h1 ▸ h⟩

/-- If `|F(s) - 1| ≤ κ s²` and `r² f^(4/3) s²` is integrable, the ratio of GGA to LDA exchange
differs from 1 by at most `κ Z^(-2/3)` times the weighted mean of `s²` over the profile. -/
theorem ratio_sub_one_le (hpos : ∀ r, 0 < r → 0 < f r) (hf : ContDiffOn ℝ 1 f (Ioi 0))
    (hint : IntegrableOn (fun r => r ^ 2 * f r ^ (4 / 3 : ℝ)) (Ioi 0))
    (hint2 : IntegrableOn (fun r => r ^ 2 * f r ^ (4 / 3 : ℝ) * reducedGradient f r ^ 2) (Ioi 0))
    (hF : ContinuousOn F (Ici 0)) {κ : ℝ} (hκ : ∀ s, 0 ≤ s → |F s - 1| ≤ κ * s ^ 2)
    (hZ : 0 < Z) :
    |ggaIntegral F (scaledDensity f Z) / ldaIntegral (scaledDensity f Z) - 1| ≤
      κ * Z ^ (-(2 / 3) : ℝ) * ((∫ r in Ioi (0 : ℝ),
        r ^ 2 * f r ^ (4 / 3 : ℝ) * reducedGradient f r ^ 2) / ldaIntegral f) := by
  have hL := ldaIntegral_pos hpos hint
  have hc : 0 ≤ Z ^ (-(1 / 3) : ℝ) := Real.rpow_nonneg hZ.le _
  have hc2 : Z ^ (-(2 / 3) : ℝ) = (Z ^ (-(1 / 3) : ℝ)) ^ 2 := by
    rw [← Real.rpow_natCast, ← Real.rpow_mul hZ.le]
    norm_num
  rw [ratio_eq hpos hf hZ, hc2]
  have hcont := continuousOn_integrand hpos hf hF hc
  generalize Z ^ (-(1 / 3) : ℝ) = c at hc hcont ⊢
  -- pointwise bound on the gradient correction
  have hb : ∀ᵐ x ∂(volume.restrict (Ioi (0 : ℝ))),
      ‖x ^ 2 * f x ^ (4 / 3 : ℝ) * F (c * reducedGradient f x) - x ^ 2 * f x ^ (4 / 3 : ℝ)‖ ≤
        κ * c ^ 2 * (x ^ 2 * f x ^ (4 / 3 : ℝ) * reducedGradient f x ^ 2) := by
    refine ae_restrict_of_forall_mem measurableSet_Ioi fun x hx => ?_
    have hw : 0 ≤ x ^ 2 * f x ^ (4 / 3 : ℝ) :=
      mul_nonneg (sq_nonneg x) (Real.rpow_nonneg (hpos x hx).le _)
    have hs : 0 ≤ reducedGradient f x :=
      div_nonneg (abs_nonneg _) (Real.rpow_nonneg (hpos x hx).le _)
    rw [← mul_sub_one, Real.norm_eq_abs, abs_mul, abs_of_nonneg hw]
    calc _ ≤ x ^ 2 * f x ^ (4 / 3 : ℝ) * (κ * (c * reducedGradient f x) ^ 2) :=
          mul_le_mul_of_nonneg_left (hκ _ (mul_nonneg hc hs)) hw
      _ = _ := by ring
  have hg := hint2.const_mul (κ * c ^ 2)
  have hD : Integrable (fun x => x ^ 2 * f x ^ (4 / 3 : ℝ) * F (c * reducedGradient f x) -
      x ^ 2 * f x ^ (4 / 3 : ℝ)) (volume.restrict (Ioi (0 : ℝ))) := Integrable.mono' hg
    ((hcont.aestronglyMeasurable measurableSet_Ioi).sub hint.aestronglyMeasurable) hb
  have hsplit : (∫ x in Ioi (0 : ℝ), x ^ 2 * f x ^ (4 / 3 : ℝ) * F (c * reducedGradient f x)) =
      (∫ x in Ioi (0 : ℝ), (x ^ 2 * f x ^ (4 / 3 : ℝ) * F (c * reducedGradient f x) -
        x ^ 2 * f x ^ (4 / 3 : ℝ))) + ldaIntegral f := by
    unfold ldaIntegral
    rw [← integral_add hD hint]
    simp only [sub_add_cancel]
  have hle := norm_integral_le_of_norm_le hg hb
  rw [integral_const_mul, Real.norm_eq_abs] at hle
  rw [hsplit, add_div, div_self hL.ne', add_sub_cancel_right, abs_div, abs_of_pos hL,
    ← mul_div_assoc]
  exact div_le_div_of_nonneg_right hle hL.le

end

end LargeZExchange
```

```lean
#print axioms LargeZExchange.ratio_tendsto_one_iff
#print axioms LargeZExchange.ratio_sub_one_le
```

```
'LargeZExchange.ratio_tendsto_one_iff' depends on axioms: [propext, Classical.choice, Quot.sound]
'LargeZExchange.ratio_sub_one_le' depends on axioms: [propext, Classical.choice, Quot.sound]
```

## From the chain rule to dominated convergence in the code

`scaledDensity_rpow` supplies the factor $a^8$. `reducedGradient_scaledDensity` obtains the derivative of $n_Z$ from the chain rule, and its local identity `alg` cancels the powers of $a$ to leave $a^{-1}$. It needs positivity and differentiability of $f$ only at the scaled point.

`integral_scaledDensity` carries out the substitution $x=ar$ for an arbitrary extra factor $G$. Taking $G=1$ gives `ldaIntegral_scaledDensity`; taking $G(x)=F(Z^{-1/3}s[f](x))$ gives the GGA integral. `ratio_eq` combines the two and cancels $Z^{5/3}$, which is the formula for $R(Z)$ above. `ldaIntegral_pos` proves $L>0$ from the fact that the integrand is positive on a set of positive measure.

In `ratio_tendsto`, the dominated convergence theorem leaves three conditions to verify besides the integrability of $C\,w$. Measurability comes from `continuousOn_integrand`, the bound from `hC`, and the pointwise limit from $Z^{-1/3}\to0$. Since $F$ is assumed continuous only on $[0,\infty)$, the proof also records that its argument approaches 0 through nonnegative values. `ratio_tendsto_one_iff` then follows from uniqueness of limits.

For `ratio_sub_one_le`, the step `hb` is the pointwise estimate $w\,|F(cs)-1|\le\kappa c^2 w s^2$ with $c=Z^{-1/3}$ and $s=s[f](x)$. It makes the difference of the GGA and LDA integrands integrable (`hD`), which allows `hsplit` to separate $L$ from the GGA integral. Integrating the estimate and dividing by $L$ gives the stated bound.
